# The Lieb–Wu scattering condition for two electrons on a Hubbard chain

To compute singlet energies of two electrons on a Hubbard ring, one can solve a Bethe equation together with \(e^{i(k+q)L}=1\), where \(L\ge3\) is the number of sites, for the momenta \(k,q\) and insert them into \(E=-2t(\cos k+\cos q)\). The Bethe equation rests on a condition at contact: two plane waves with amplitudes \(A,B\), joined by exchange symmetry, solve the infinite-chain problem exactly when

\[
A\,[U+2it(\sin k-\sin q)]+B\,[U-2it(\sin k-\sin q)]=0 .
\]

For two electrons in this one-band model, the resulting energies can serve as a reference for a diagonalisation code, once the exceptional roots and states described in the section on the ring are taken into account.

## The chain and the trial function

In Lean 4 with Mathlib:

```lean
import Mathlib

open Complex

namespace LiebWuScattering

noncomputable section
```

The electrons sit at integers \(x,y\). The hopping \(t\) and interaction \(U\) are real; \(k,q,A,B\) may be complex.

```lean
/-- The two-electron Hubbard Hamiltonian on the infinite chain: each electron hops to
neighbouring sites with amplitude `-t`, and a doubly occupied site costs `U`. -/
def hamiltonian (t U : ℝ) (ψ : ℤ → ℤ → ℂ) (x y : ℤ) : ℂ :=
  -t * (ψ (x + 1) y + ψ (x - 1) y + ψ x (y + 1) + ψ x (y - 1))
    + (if x = y then (U : ℂ) else 0) * ψ x y
```

The type `ℤ → ℤ → ℂ` describes a wave function \(\psi(x,y)\). The definition reads

\[
\begin{aligned}
(H\psi)(x,y)={}&-t[\psi(x+1,y)+\psi(x-1,y)\\
&+\psi(x,y+1)+\psi(x,y-1)]+U\delta_{xy}\psi(x,y).
\end{aligned}
\]

```lean
/-- The function `ψ` satisfies the Hubbard equation `H ψ = E ψ` at every pair of sites. -/
def SolvesHubbard (t U : ℝ) (E : ℂ) (ψ : ℤ → ℤ → ℂ) : Prop :=
  ∀ x y, hamiltonian t U ψ x y = E * ψ x y
```

A `Prop` is a statement, here \(H\psi=E\psi\) at every pair of sites. It demands neither normalisability nor \(\psi\neq0\).

```lean
/-- The plane wave `exp(i(kx + qy))`. -/
def planeWave (k q : ℂ) (x y : ℤ) : ℂ := exp (I * (k * x + q * y))
```

This is \(e^{i(kx+qy)}\).

```lean
/-- The symmetric function equal to `A exp(i(kx+qy)) + B exp(i(qx+ky))` for `x ≤ y`. -/
def betheWave (A B k q : ℂ) (x y : ℤ) : ℂ :=
  if x ≤ y then A * planeWave k q x y + B * planeWave q k x y
  else A * planeWave k q y x + B * planeWave q k y x
```

For \(x\le y\), \(\psi=Ae^{i(kx+qy)}+Be^{i(qx+ky)}\); otherwise the coordinates are exchanged. Such a symmetric spatial function belongs to a spin singlet; spin itself does not appear in the code.

```lean
/-- The sum of two tight-binding band energies, `-2t(cos k + cos q)`. -/
def energy (t : ℝ) (k q : ℂ) : ℂ := -2 * t * (cos k + cos q)
```

The energy is the sum of two band energies.

## Apart and in contact

```lean
/-- Moving one electron by one site multiplies a plane wave by a factor `exp(±ik)` or `exp(±iq)`. -/
theorem planeWave_shift (k q : ℂ) (x y : ℤ) :
    planeWave k q (x + 1) y = exp (k * I) * planeWave k q x y ∧
    planeWave k q (x - 1) y = exp (-k * I) * planeWave k q x y ∧
    planeWave k q x (y + 1) = exp (q * I) * planeWave k q x y ∧
    planeWave k q x (y - 1) = exp (-q * I) * planeWave k q x y := by
  refine ⟨?_, ?_, ?_, ?_⟩ <;>
    (unfold planeWave; rw [← Complex.exp_add]; congr 1; push_cast; ring)
```

Moving \(x\) by \(\pm1\) gives a factor \(e^{\pm ik}\), and moving \(y\) gives \(e^{\pm iq}\). The proof combines the exponentials and compares exponents.

```lean
lemma betheWave_of_le (A B k q : ℂ) {x y : ℤ} (h : x ≤ y) :
    betheWave A B k q x y = A * planeWave k q x y + B * planeWave q k x y :=
  if_pos h
```

In the sector \(x\le y\), the first formula applies.

```lean
/-- The Bethe function is unchanged when the two electrons are exchanged. -/
theorem betheWave_symm (A B k q : ℂ) (x y : ℤ) :
    betheWave A B k q x y = betheWave A B k q y x := by
  rcases lt_trichotomy x y with h | rfl | h
  · rw [betheWave, betheWave, if_pos h.le, if_neg (not_le_of_gt h)]
  · rfl
  · rw [betheWave, betheWave, if_neg (not_le_of_gt h), if_pos h.le]
```

Exchange symmetry, \(\psi(x,y)=\psi(y,x)\), follows from the cases \(x<y\), \(x=y\), \(x>y\).

```lean
lemma hamiltonian_symm (t U : ℝ) {ψ : ℤ → ℤ → ℂ} (hψ : ∀ x y, ψ x y = ψ y x) (x y : ℤ) :
    hamiltonian t U ψ x y = hamiltonian t U ψ y x := by
  rcases eq_or_ne x y with rfl | h
  · rfl
  · rw [hamiltonian, hamiltonian, if_neg h, if_neg h.symm, hψ (x + 1) y, hψ (x - 1) y,
      hψ x (y + 1), hψ x (y - 1)]
    ring
```

\(H\) preserves this symmetry: exchange swaps the two hopping terms of one electron with those of the other.

```lean
/-- For `x < y` the Bethe function satisfies the Hubbard equation with energy
`-2t(cos k + cos q)`, whatever the amplitudes. -/
theorem equation_apart (t U : ℝ) (A B k q : ℂ) {x y : ℤ} (h : x < y) :
    hamiltonian t U (betheWave A B k q) x y = energy t k q * betheWave A B k q x y := by
  obtain ⟨a1, a2, a3, a4⟩ := planeWave_shift k q x y
  obtain ⟨b1, b2, b3, b4⟩ := planeWave_shift q k x y
  -- every neighbour of `(x, y)` still lies in the sector `x ≤ y`
  rw [hamiltonian, if_neg h.ne,
    betheWave_of_le A B k q (show x + 1 ≤ y by omega),
    betheWave_of_le A B k q (show x - 1 ≤ y by omega),
    betheWave_of_le A B k q (show x ≤ y + 1 by omega),
    betheWave_of_le A B k q (show x ≤ y - 1 by omega),
    betheWave_of_le A B k q h.le, a1, a2, a3, a4, b1, b2, b3, b4]
  simp only [energy, Complex.cos]
  ring
```

If \(x<y\), every neighbour still satisfies \(x\le y\), which `omega` verifies. The interaction vanishes, and the four hopping terms together multiply each plane wave by

\[
-t(e^{ik}+e^{-ik}+e^{iq}+e^{-iq})=-2t(\cos k+\cos q)=E .
\]

Any \(A,B\) therefore work here.

```lean
/-- On a doubly occupied site the residual `(H - E)ψ` of the Bethe function is the
scattering expression times a plane wave. -/
theorem residual_contact (t U : ℝ) (A B k q : ℂ) (x : ℤ) :
    hamiltonian t U (betheWave A B k q) x x - energy t k q * betheWave A B k q x x =
      (A * (U + 2 * I * t * (sin k - sin q)) + B * (U - 2 * I * t * (sin k - sin q)))
        * planeWave k q x x := by
  obtain ⟨-, a2, a3, -⟩ := planeWave_shift k q x x
  obtain ⟨-, b2, b3, -⟩ := planeWave_shift q k x x
  have hs : planeWave q k x x = planeWave k q x x := by
    unfold planeWave; congr 1; ring
  -- exchange symmetry brings all neighbours into the sector `x ≤ y`
  rw [hamiltonian, if_pos rfl, betheWave_symm A B k q (x + 1) x,
    betheWave_symm A B k q x (x - 1),
    betheWave_of_le A B k q (show x ≤ x + 1 by omega),
    betheWave_of_le A B k q (show x - 1 ≤ x by omega),
    betheWave_of_le A B k q (le_refl x), a2, a3, b2, b3, hs]
  simp only [energy, Complex.cos, Complex.sin]
  linear_combination (-(A - B) * t * (exp (-k * I) - exp (k * I)
    - (exp (-q * I) - exp (q * I))) * planeWave k q x x) * Complex.I_sq
```

At \(x=y\), put \(z=e^{i(k+q)x}\). By symmetry,

\[
\begin{aligned}
\psi(x+1,x)=\psi(x,x+1)&=(Ae^{iq}+Be^{ik})z,\\
\psi(x,x-1)=\psi(x-1,x)&=(Ae^{-ik}+Be^{-iq})z .
\end{aligned}
\]

In \((H-E)\psi\), the coefficient of \(Az\) is

\[
U+2t(\cos k+\cos q-e^{iq}-e^{-ik})=U+2it(\sin k-\sin q).
\]

Interchanging \(k\) and \(q\) gives the coefficient of \(Bz\). The final `linear_combination` does this algebra, using \(i^2=-1\).

```lean
/-- **Lieb-Wu scattering condition.** The Bethe function solves the two-electron Hubbard
equation with `E = -2t(cos k + cos q)` if and only if
`A(U + 2it(sin k - sin q)) + B(U - 2it(sin k - sin q)) = 0`. -/
theorem solves_iff (t U : ℝ) (A B k q : ℂ) :
    SolvesHubbard t U (energy t k q) (betheWave A B k q) ↔
      A * (U + 2 * I * t * (sin k - sin q)) + B * (U - 2 * I * t * (sin k - sin q)) = 0 := by
  constructor
  · intro h
    have h0 := residual_contact t U A B k q 0
    rw [h 0 0, sub_self] at h0
    exact (mul_eq_zero.mp h0.symm).resolve_right (Complex.exp_ne_zero _)
  · intro h x y
    rcases lt_trichotomy x y with hxy | rfl | hxy
    · exact equation_apart t U A B k q hxy
    · have h0 := residual_contact t U A B k q x
      rw [h, zero_mul] at h0
      exact sub_eq_zero.mp h0
    · rw [hamiltonian_symm t U (betheWave_symm A B k q), betheWave_symm A B k q x y]
      exact equation_apart t U A B k q hxy
```

If \(\psi\) is a solution, the residual at \(x=y=0\) vanishes; since \(z\ne0\), the condition follows. Conversely, the condition removes the residual on the diagonal, `equation_apart` handles \(x<y\), and symmetry handles \(x>y\).

## Scattering phase and ring

```lean
/-- The scattering amplitude `-(U + 2it(sin k - sin q)) / (U - 2it(sin k - sin q))`,
meant for momenta at which the denominator is nonzero. -/
def amplitude (t U : ℝ) (k q : ℂ) : ℂ :=
  -(U + 2 * I * t * (sin k - sin q)) / (U - 2 * I * t * (sin k - sin q))
```

This defines the ratio

\[
S=-\frac{U+2it(\sin k-\sin q)}{U-2it(\sin k-\sin q)} .
\]

```lean
/-- Where the denominator of the scattering amplitude `S` is nonzero, the Bethe function
solves the Hubbard equation exactly when `B = S A`. -/
theorem solves_iff_amplitude (t U : ℝ) (A B k q : ℂ)
    (hd : (U : ℂ) - 2 * I * t * (sin k - sin q) ≠ 0) :
    SolvesHubbard t U (energy t k q) (betheWave A B k q) ↔ B = amplitude t U k q * A := by
  rw [solves_iff, amplitude, div_mul_eq_mul_div, eq_div_iff hd]
  constructor <;> intro h <;> linear_combination h
```

With a nonzero denominator, rearranging the condition gives \(B=SA\). At \(U=0\), this means \(S=1\), the symmetrised free wave. As \(U\to\infty\) with the other parameters fixed, \(S\to-1\), so the contact amplitude \(A+B\) vanishes relative to \(A\).

```lean
/-- For real momenta and `U ≠ 0` the scattering amplitude has modulus one. -/
theorem norm_amplitude (t U k q : ℝ) (hU : U ≠ 0) : ‖amplitude t U k q‖ = 1 := by
  have s : sin (k : ℂ) - sin (q : ℂ) = ((Real.sin k - Real.sin q : ℝ) : ℂ) := by simp
  rw [amplitude, s]
  generalize Real.sin k - Real.sin q = d
  have hd : (U : ℂ) - 2 * I * t * d ≠ 0 := fun h =>
    hU (by simpa using congrArg Complex.re h)
  -- numerator and denominator are complex conjugates up to sign
  have e : (U : ℂ) + 2 * I * t * d = starRingEnd ℂ ((U : ℂ) - 2 * I * t * d) := by
    simp only [map_sub, map_mul, Complex.conj_ofReal, Complex.conj_I, map_ofNat]
    ring
  rw [norm_div, norm_neg, e, RCLike.norm_conj, div_self (norm_ne_zero_iff.mpr hd)]
```

For real momenta the denominator \(D\) has real part \(U\ne0\), and \(S=-\overline D/D\). Hence \(|S|=1\): scattering changes only a phase.

```lean
/-- **Bethe equation on a ring of `L` sites.** If `B = A exp(iqL)`, `A = B exp(ikL)` and `B ≠ 0`,
the Bethe function is periodic when the left of two electrons at most `L` sites apart is moved by
`L` sites, and it solves the infinite-chain Hubbard equation exactly when
`exp(ikL)(U + 2it(sin k - sin q)) + (U - 2it(sin k - sin q)) = 0`. -/
theorem ring_quantisation (t U : ℝ) (A B k q : ℂ) (L : ℕ) (hB0 : B ≠ 0)
    (hB : B = A * exp (I * q * L)) (hA : A = B * exp (I * k * L)) :
    (∀ x y : ℤ, x ≤ y → y ≤ x + L →
      betheWave A B k q y (x + L) = betheWave A B k q x y) ∧
    (SolvesHubbard t U (energy t k q) (betheWave A B k q) ↔
      exp (I * k * L) * (U + 2 * I * t * (sin k - sin q))
        + (U - 2 * I * t * (sin k - sin q)) = 0) := by
  constructor
  · intro x y h1 h2
    have shift : ∀ a b : ℂ,
        planeWave a b y (x + L) = exp (I * b * L) * planeWave b a x y := by
      intro a b
      unfold planeWave
      rw [← Complex.exp_add]
      congr 1
      push_cast
      ring
    rw [betheWave_of_le A B k q h2, betheWave_of_le A B k q h1, shift k q, shift q k]
    linear_combination (-planeWave q k x y) * hB - planeWave k q x y * hA
  · have e : A * (U + 2 * I * t * (sin k - sin q)) + B * (U - 2 * I * t * (sin k - sin q))
        = B * (exp (I * k * L) * (U + 2 * I * t * (sin k - sin q))
          + (U - 2 * I * t * (sin k - sin q))) := by
      linear_combination (U + 2 * I * t * (sin k - sin q)) * hA
    rw [solves_iff, e, mul_eq_zero, or_iff_right hB0]
```

For \(x\le y\le x+L\), the hypotheses \(B=Ae^{iqL}\) and \(A=Be^{ikL}\) give

\[
\begin{aligned}
\psi(y,x+L)&=Ae^{iqL}e^{i(qx+ky)}+Be^{ikL}e^{i(kx+qy)}\\
&=\psi(x,y).
\end{aligned}
\]

Substituting \(A=Be^{ikL}\) into the scattering condition and dividing by \(B\ne0\) gives the Bethe equation. `SolvesHubbard` still refers to the infinite chain; no separate ring Hamiltonian is defined. Combining the two hypotheses also gives \(e^{i(k+q)L}=1\), the second equation for the momenta. Roots with \(k=q\) modulo \(2\pi\) and \(B=-A\) give \(\psi=0\) and must be discarded, unless \(U=-8t\cos k/L\). At such a value of \(U\) their energy is kept, because it belongs to the singlet \(e^{ik(x+y)}(L-2|x-y|)\), written for \(|x-y|\le L\), which takes the place of the vanishing wave. For even \(L\) and nonzero \(t\) and \(U\), one further singlet is not of the Bethe form and has to be added to the list: the state with amplitude \((-1)^x\) on doubly occupied sites and zero elsewhere, whose energy is \(U\).

## A pair with complex momenta

```lean
/-- The pair function `exp(ip(x+y) - κ|x-y|)`. -/
def pairWave (p κ : ℝ) (x y : ℤ) : ℂ :=
  exp (I * p * (x + y) - κ * ((|x - y| : ℤ) : ℂ))
```

With real \(p,\kappa\), this is \(e^{ip(x+y)-\kappa|x-y|}\). It decays with separation when \(\kappa>0\), a sign the theorems do not require.

```lean
/-- The pair function is the Bethe function with `A = 1`, `B = 0` and the complex momenta
`p - iκ` and `p + iκ`. -/
theorem pairWave_eq (p κ : ℝ) :
    pairWave p κ = betheWave 1 0 (p - κ * I) (p + κ * I) := by
  funext x y
  rcases le_total x y with h | h
  · rw [betheWave_of_le _ _ _ _ h, pairWave, abs_of_nonpos (sub_nonpos.mpr h), one_mul,
      zero_mul, add_zero, planeWave]
    congr 1
    push_cast
    linear_combination ((κ : ℂ) * (x - y)) * Complex.I_sq
  · rw [betheWave_symm, betheWave_of_le _ _ _ _ h, pairWave,
      abs_of_nonneg (sub_nonneg.mpr h), one_mul, zero_mul, add_zero, planeWave]
    congr 1
    push_cast
    linear_combination ((κ : ℂ) * (y - x)) * Complex.I_sq
```

Setting \(k=p-i\kappa\), \(q=p+i\kappa\), \(A=1\), \(B=0\) gives the exponent \(ip(x+y)-\kappa(y-x)\) for \(x\le y\); symmetry gives the other sector.

```lean
/-- The pair function solves the Hubbard equation with energy `-4t cos p cosh κ` if and
only if `U = -4t cos p sinh κ`. -/
theorem pair_solves_iff (t U p κ : ℝ) :
    SolvesHubbard t U ((-4 * t * Real.cos p * Real.cosh κ : ℝ) : ℂ) (pairWave p κ) ↔
      U = -4 * t * Real.cos p * Real.sinh κ := by
  have hE : ((-4 * t * Real.cos p * Real.cosh κ : ℝ) : ℂ)
      = energy t (p - κ * I) (p + κ * I) := by
    rw [energy, Complex.cos_sub, Complex.cos_add, Complex.cos_mul_I, Complex.sin_mul_I]
    push_cast
    ring
  -- at these momenta the scattering expression is real
  have e : (1 : ℂ) * (U + 2 * I * t * (sin (p - κ * I) - sin (p + κ * I)))
      + 0 * (U - 2 * I * t * (sin (p - κ * I) - sin (p + κ * I)))
      = ((U + 4 * t * Real.cos p * Real.sinh κ : ℝ) : ℂ) := by
    rw [Complex.sin_sub, Complex.sin_add, Complex.cos_mul_I, Complex.sin_mul_I]
    push_cast
    linear_combination (-4 * (t : ℂ) * cos p * sinh κ) * Complex.I_sq
  rw [hE, pairWave_eq, solves_iff, e, Complex.ofReal_eq_zero]
  constructor <;> intro h <;> linarith

end

end LiebWuScattering
```

The addition formulas yield

\[
\begin{aligned}
\cos k+\cos q&=2\cos p\cosh\kappa,\\
\sin k-\sin q&=-2i\cos p\sinh\kappa .
\end{aligned}
\]

Thus \(E=-4t\cos p\cosh\kappa\), and the scattering condition becomes \(U+4t\cos p\sinh\kappa=0\). The proof rewrites both expressions this way and applies `solves_iff`.

```lean
#print axioms LiebWuScattering.solves_iff
-- 'LiebWuScattering.solves_iff' depends on axioms: [propext, Classical.choice, Quot.sound]
#print axioms LiebWuScattering.norm_amplitude
-- 'LiebWuScattering.norm_amplitude' depends on axioms: [propext, Classical.choice, Quot.sound]
#print axioms LiebWuScattering.ring_quantisation
-- 'LiebWuScattering.ring_quantisation' depends on axioms: [propext, Classical.choice, Quot.sound]
#print axioms LiebWuScattering.pair_solves_iff
-- 'LiebWuScattering.pair_solves_iff' depends on axioms: [propext, Classical.choice, Quot.sound]
```
